# Alternating signs of the energy corrections in logarithmic perturbation theory of the quartic oscillator

In units with $\hbar = m = \omega = 1$, the quartic oscillator with coupling $g$ has the Hamiltonian
$$H = \tfrac12 p^2 + \tfrac12 x^2 + g x^4 .$$
Logarithmic perturbation theory writes the nodeless ground state as $\psi = e^{-W}$ and expands the derivative of $W$ instead of $\psi$ itself. Since $\psi'' = (W'^2 - W'')\psi$, the Schrödinger equation with energy $E$ becomes a Riccati equation,
$$W'^2 - W'' = x^2 + 2g x^4 - 2E .$$
Insert the formal series $W' = x + \sum_{n\ge1} g^n y_n$ and $E = \tfrac12 + \sum_{n\ge1} g^n E_n$. Order zero is satisfied, and order $n \ge 1$ reads
$$2x\,y_n - y_n' + \sum_{k=1}^{n-1} y_k\, y_{n-k} = s_n - 2E_n ,$$
where $s_1 = 2x^4$ and $s_n = 0$ otherwise. The corrections $y_n$ are taken to be real polynomials. This is a boundary condition: the homogeneous equation $2xy - y' = 0$ has the solution $e^{x^2}$, and requiring a polynomial excludes it.

## The hierarchy as a Lean definition

```lean
import Mathlib

open Polynomial

namespace QuarticLogPT

noncomputable section
```

The file loads Mathlib and opens the notation for polynomials. In what follows, `ℝ[X]` is the type of real polynomials, `X` is the variable $x$, and `C a` is the number $a$ regarded as a constant polynomial.

```lean
/-- The anharmonic source `2x⁴`, which enters at first order only. -/
def source (n : ℕ) : ℝ[X] := if n = 1 then C 2 * X ^ 4 else 0
```

This is $s_n$: the polynomial $2x^4$ at first order and zero at every other order.

```lean
/-- The coupling of lower orders, the sum of `y_k y_(n-k)` over `k = 1, ..., n-1`. -/
def coupling (y : ℕ → ℝ[X]) (n : ℕ) : ℝ[X] := ∑ k ∈ Finset.Ico 1 n, y k * y (n - k)
```

A sequence of corrections is a function `y : ℕ → ℝ[X]`. The index set `Finset.Ico 1 n` is $\{1, \dots, n-1\}$, so `coupling y n` is $\sum_{k=1}^{n-1} y_k\,y_{n-k}$. At $n = 1$ the sum is empty and equals zero.

```lean
/-- The equations of logarithmic perturbation theory for the quartic oscillator:
`2x y_n - y_n' + ∑ y_k y_(n-k) = -2E_n`, plus `2x⁴` when `n = 1`, at every order `n ≥ 1`. -/
def IsHierarchy (y : ℕ → ℝ[X]) (E : ℕ → ℝ) : Prop :=
  ∀ n, 1 ≤ n →
    C 2 * (X * y n) - derivative (y n) + coupling y n = source n - C (2 * E n)
```

`IsHierarchy y E` is the statement that the sequences $y_n$ and $E_n$ satisfy the displayed equation at every order $n \ge 1$, as an identity between polynomials. The values at $n = 0$ are unconstrained and never enter. The coupling $g$ has dropped out, because the equations concern the coefficients of its powers.

The derivation from the Schrödinger equation above and the uniqueness argument that follows are done by hand here and are not in the file. If two polynomial solutions agree below order $n$, their difference $u$ at order $n$ makes $2xu - u'$ a constant. For $u \ne 0$ the left side has degree $\deg u + 1 \ge 1$, so $u = 0$, and the two values of $E_n$ agree as well.

## Absorbing the signs

```lean
/-- The correction `y_n` multiplied by the sign `(-1)^(n+1)`. -/
def signed (y : ℕ → ℝ[X]) (n : ℕ) : ℝ[X] := (-1) ^ (n + 1) * y n
```

Write $z_n = (-1)^{n+1} y_n$ for `signed y n`, and $z_{n,m}$ for its coefficient of $x^m$, which Lean writes as `(signed y n).coeff m`.

```lean
/-- Coefficient by coefficient, the equations for the signed corrections of a solution of the
hierarchy contain the coupling and the source with a plus sign. -/
theorem signed_recursion {y : ℕ → ℝ[X]} {E : ℕ → ℝ} (h : IsHierarchy y E) {n : ℕ}
    (hn : 1 ≤ n) :
    (∀ m : ℕ, 2 * (signed y n).coeff m = ((m : ℝ) + 2) * (signed y n).coeff (m + 2)
        + (coupling (signed y) n + source n).coeff (m + 1)) ∧
      2 * ((-1) ^ (n + 1) * E n) = (signed y n).coeff 1
        + (coupling (signed y) n + source n).coeff 0 := by
  have hs : coupling (signed y) n = (-1) ^ n * coupling y n := by
    rw [coupling, coupling, Finset.mul_sum]
    refine Finset.sum_congr rfl fun k hk => ?_
    obtain ⟨m, hm⟩ := Nat.exists_eq_add_of_le (Finset.mem_Ico.mp hk).2.le
    rw [hm, Nat.add_sub_cancel_left, signed, signed]
    ring
  have hd : derivative (signed y n) = (-1) ^ (n + 1) * derivative (y n) := by
    rcases neg_one_pow_eq_or ℝ[X] (n + 1) with e | e <;> simp [signed, e]
  have hsrc : (-1) ^ (n + 1) * source n = source n := by
    by_cases h1 : n = 1
    · subst h1
      norm_num
    · simp [source, h1]
  have hE : C (2 * ((-1) ^ (n + 1) * E n)) = (-1) ^ (n + 1) * C (2 * E n) := by
    simp only [map_mul, map_pow, map_neg, map_one]
    ring
  -- multiply the equation of order n by its sign, then compare coefficients
  have key : C 2 * (X * signed y n) + C (2 * ((-1) ^ (n + 1) * E n))
      = derivative (signed y n) + (coupling (signed y) n + source n) := by
    rw [hs, hd, hE, signed]
    linear_combination (-1) ^ (n + 1) * h n hn + hsrc
  constructor
  · intro m
    have c := congrArg (fun p => coeff p (m + 1)) key
    rw [coeff_add, coeff_C_mul, coeff_X_mul, coeff_C_succ, coeff_add, coeff_derivative] at c
    push_cast at c
    linear_combination c
  · have c := congrArg (fun p => coeff p 0) key
    rw [coeff_add, coeff_C_mul, coeff_X_mul_zero, coeff_C_zero, coeff_add,
      coeff_derivative] at c
    push_cast at c
    linear_combination c
```

The hypothesis `h : IsHierarchy y E` says that we have a solution, and `hn` says that $n \ge 1$. The conclusion has two parts, joined by `∧`. With
$$d_n = \sum_{k=1}^{n-1} z_k z_{n-k} + s_n$$
and $d_{n,m}$ for its coefficient of $x^m$, they are
$$2 z_{n,m} = (m+2)\, z_{n,m+2} + d_{n,m+1} \quad (m \ge 0), \qquad 2(-1)^{n+1}E_n = z_{n,1} + d_{n,0} .$$

By hand, multiply the equation of order $n$ by $(-1)^{n+1}$. The signs in a product combine as $(-1)^{k+1}(-1)^{n-k+1} = (-1)^n$, so $\sum z_k z_{n-k} = (-1)^n \sum y_k y_{n-k}$. The coupling therefore appears with a minus sign on the left and moves to the right with a plus sign. The source is unchanged, since it is nonzero only at $n = 1$, where the factor is $+1$. The result is
$$2x\,z_n + 2(-1)^{n+1}E_n = z_n' + d_n .$$
Comparing coefficients of $x^{m+1}$ gives the first relation, and comparing constant terms gives the second.

In the proof, `hs`, `hd`, `hsrc` and `hE` record how the sign passes through each term, and `key` is the last display. The tactic `linear_combination` checks that an equation follows from given ones by multiplying and adding them.

All terms on the right now carry a plus sign. For example, the relations give $z_1 = x^3 + \tfrac32 x$ and $E_1 = \tfrac34$, and at the next order $z_2 = \tfrac12 x^5 + \tfrac{11}{4}x^3 + \tfrac{21}{4}x$ and $E_2 = -\tfrac{21}{8}$.

## Positivity from the highest power down

```lean
/-- If all lower orders have nonnegative coefficients, so has the coupling plus the source. -/
theorem drive_nonneg (z : ℕ → ℝ[X]) (n : ℕ)
    (hz : ∀ k, 1 ≤ k → k < n → ∀ m, 0 ≤ (z k).coeff m) (m : ℕ) :
    0 ≤ (coupling z n + source n).coeff m := by
  rw [coeff_add, coupling, finsetSum_coeff]
  refine add_nonneg (Finset.sum_nonneg fun k hk => ?_) ?_
  · have hk' := Finset.mem_Ico.mp hk
    rw [coeff_mul]
    exact Finset.sum_nonneg fun p _ =>
      mul_nonneg (hz k hk'.1 hk'.2 _) (hz (n - k) (by omega) (by omega) _)
  · rw [source]
    split_ifs
    · rw [coeff_C_mul, coeff_X_pow]
      split_ifs <;> norm_num
    · simp
```

Here `z` is any sequence of polynomials. If $z_1, \dots, z_{n-1}$ have only nonnegative coefficients, then so has $d_n$. Each coefficient of a product is a sum of products of coefficients,
$$(z_k z_{n-k})_m = \sum_{i+j=m} z_{k,i}\, z_{n-k,j} \ge 0 ,$$
and the source contributes 2 or 0. The tactic `omega` supplies the inequalities between integers, here that $n-k$ also lies between $1$ and $n-1$.

```lean
/-- At every order `n ≥ 1` of a solution of the hierarchy, all coefficients of
`(-1)^(n+1) y_n` are nonnegative. -/
theorem signed_nonneg {y : ℕ → ℝ[X]} {E : ℕ → ℝ} (h : IsHierarchy y E) (n : ℕ) :
    1 ≤ n → ∀ m, 0 ≤ (signed y n).coeff m := by
  induction n using Nat.strong_induction_on with
  | _ n ih =>
    intro hn
    -- descend from above the degree in steps of two
    have down : ∀ d m, (signed y n).natDegree < m + d → 0 ≤ (signed y n).coeff m := by
      intro d
      induction d with
      | zero => intro m hm; exact (coeff_eq_zero_of_natDegree_lt (by omega)).ge
      | succ d hd =>
        intro m hm
        have s := (signed_recursion h hn).1 m
        have a := drive_nonneg (signed y) n (fun k h1 h2 => ih k h2 h1) (m + 1)
        have b : 0 ≤ ((m : ℝ) + 2) * (signed y n).coeff (m + 2) :=
          mul_nonneg (by positivity) (hd (m + 2) (by omega))
        linarith
    intro m
    exact down ((signed y n).natDegree + 1) m (by omega)
```

For every solution of the hierarchy, $z_{n,m} \ge 0$ for all $n \ge 1$ and all $m$. The argument is an induction on $n$ with a descent in $m$ inside it.

Assume the claim for all lower orders. Then $d_{n,m+1} \ge 0$ by the preceding theorem. Above the degree of $z_n$ every coefficient is zero. If $z_{n,m+2} \ge 0$, then
$$2 z_{n,m} = (m+2)\,z_{n,m+2} + d_{n,m+1} \ge 0 .$$
Starting above the degree and going down in steps of two, we reach every coefficient. This is where it matters that $z_n$ is a polynomial, since the descent needs a place to start.

In Lean, `ih` is the assumption about lower orders. The auxiliary statement `down` carries a number `d` with $\deg z_n < m + d$ and proceeds by induction on `d`. The tactic `linarith` completes each step from the linear inequalities at hand.

```lean
/-- At every order `n ≥ 1` of a solution of the hierarchy, the coefficient of `x` in
`(-1)^(n+1) y_n` is positive. -/
theorem slope_pos {y : ℕ → ℝ[X]} {E : ℕ → ℝ} (h : IsHierarchy y E) (n : ℕ) :
    1 ≤ n → 0 < (signed y n).coeff 1 := by
  have hz := signed_nonneg h
  induction n using Nat.strong_induction_on with
  | _ n ih =>
    intro hn
    have s := (signed_recursion h hn).1 1
    by_cases h1 : n = 1
    · -- first order: the source feeds x³, and x³ feeds x
      subst h1
      have s3 := (signed_recursion h hn).1 3
      have e : (coupling (signed y) 1 + source 1).coeff (3 + 1) = 2 := by
        rw [show coupling (signed y) 1 = 0 by simp [coupling], source, if_pos rfl, zero_add,
          coeff_C_mul, coeff_X_pow]
        norm_num
      have b : 0 ≤ (((3 : ℕ) : ℝ) + 2) * (signed y 1).coeff (3 + 2) :=
        mul_nonneg (by positivity) (hz 1 hn _)
      have c3 : 0 < (signed y 1).coeff 3 := by linarith
      have c : 0 < (((1 : ℕ) : ℝ) + 2) * (signed y 1).coeff (1 + 2) :=
        mul_pos (by positivity) c3
      have d := drive_nonneg (signed y) 1 (fun k hk _ => hz k hk) (1 + 1)
      linarith
    · -- higher orders: products of lower slopes feed x
      have b : 0 ≤ (((1 : ℕ) : ℝ) + 2) * (signed y n).coeff (1 + 2) :=
        mul_nonneg (by positivity) (hz n hn _)
      have d : 0 < (coupling (signed y) n + source n).coeff (1 + 1) := by
        rw [source, if_neg h1, add_zero, coupling, finsetSum_coeff]
        refine Finset.sum_pos (fun k hk => ?_) ⟨1, Finset.mem_Ico.mpr ⟨le_rfl, by omega⟩⟩
        have hk' := Finset.mem_Ico.mp hk
        rw [coeff_mul]
        exact Finset.sum_pos'
          (fun p _ => mul_nonneg (hz k hk'.1 _) (hz (n - k) (by omega) _))
          ⟨(1, 1), by simp, mul_pos (ih k hk'.2 hk'.1) (ih (n - k) (by omega) (by omega))⟩
      linarith
```

To obtain a strict sign for the energy, one coefficient has to be strictly positive. The theorem states $z_{n,1} > 0$ for all $n \ge 1$.

At first order, the relation with $m = 3$ reads
$$2 z_{1,3} = 5 z_{1,5} + d_{1,4}, \qquad d_{1,4} = 2 ,$$
so $z_{1,3} > 0$. The relation with $m = 1$ then gives $2z_{1,1} = 3z_{1,3} + d_{1,2} > 0$.

For $n \ge 2$, the source is absent and
$$2 z_{n,1} = 3 z_{n,3} + d_{n,2}, \qquad d_{n,2} \ge \sum_{k=1}^{n-1} z_{k,1}\, z_{n-k,1} > 0 .$$
The first inequality discards nonnegative terms. The second uses the claim at lower orders and the fact that the sum has at least one term. The Lean proof has the same two cases, and the pair `(1, 1)` in its last lines selects the product of the two linear coefficients.

```lean
/-- The energy corrections of a solution of the hierarchy alternate in sign:
`(-1)^(n+1) E_n > 0` at every order `n ≥ 1`. -/
theorem energy_alternates {y : ℕ → ℝ[X]} {E : ℕ → ℝ} (h : IsHierarchy y E) {n : ℕ}
    (hn : 1 ≤ n) : 0 < (-1) ^ (n + 1) * E n := by
  have s := (signed_recursion h hn).2
  have d := drive_nonneg (signed y) n (fun k hk _ => signed_nonneg h k hk) 0
  linarith [slope_pos h n hn]
```

This is the main theorem: for every solution of the hierarchy and every $n \ge 1$,
$$(-1)^{n+1} E_n > 0 .$$
The constant term of the signed equation gives
$$2(-1)^{n+1}E_n = z_{n,1} + d_{n,0} ,$$
where the first term is positive and the second nonnegative. The three lines of the proof collect these facts and let `linarith` combine them.

Expanding $e^{-W}$ in powers of $g$ gives $e^{-x^2/2}$ times polynomials, which are normalisable at every order, so the $E_n$ are also the coefficients of the ground-state Rayleigh-Schrödinger series of this one-particle, one-dimensional oscillator. This identification is made by hand and is not in the file. The corrections $g^n E_n$ thus alternate in sign when $g > 0$. When $g < 0$ they are all negative, but this concerns the formal series only, because the potential is then unbounded below and there is no ground state. The theorem gives signs and no magnitudes, so it does not decide whether the series converges.

## Polynomial solutions at every order

The main theorem assumes a solution of the hierarchy. The remaining part of the file constructs one.

```lean
/-- For every polynomial `r` there are a polynomial `y` and a real `E` with
`2x y - y' = r - 2E`. -/
theorem order_solvable (r : ℝ[X]) :
    ∃ (y : ℝ[X]) (E : ℝ), C 2 * (X * y) - derivative y = r - C (2 * E) := by
  have half : ∀ a : ℝ, C a = C 2 * C (a / 2) := fun a => by
    rw [← C_mul, mul_div_cancel₀ a (two_ne_zero)]
  have mono : ∀ (m : ℕ) (a : ℝ), ∃ (y : ℝ[X]) (E : ℝ),
      C 2 * (X * y) - derivative y = C a * X ^ m - C (2 * E) := by
    intro m
    induction m using Nat.twoStepInduction with
    | zero =>
      intro a
      refine ⟨0, a / 2, ?_⟩
      rw [C_mul, ← half a]
      simp
    | one =>
      intro a
      refine ⟨C (a / 2), 0, ?_⟩
      rw [derivative_C, mul_zero, C_0]
      linear_combination -X * half a
    | more m ih _ =>
      intro a
      obtain ⟨y, E, h⟩ := ih (a / 2 * ((m : ℝ) + 1))
      refine ⟨C (a / 2) * X ^ (m + 1) + y, E, ?_⟩
      have hd : derivative (C (a / 2) * X ^ (m + 1))
          = C (a / 2 * ((m : ℝ) + 1)) * X ^ m := by
        rw [derivative_C_mul_X_pow, Nat.cast_succ, Nat.add_sub_cancel]
      rw [derivative_add, hd]
      linear_combination h - X ^ (m + 2) * half a
  induction r using Polynomial.induction_on' with
  | add p q hp hq =>
    obtain ⟨y, E, h⟩ := hp
    obtain ⟨z, F, k⟩ := hq
    refine ⟨y + z, E + F, ?_⟩
    rw [derivative_add, mul_add 2 E F, C_add]
    linear_combination h + k
  | monomial m a =>
    rw [← C_mul_X_pow_eq_monomial]
    exact mono m a
```

For any polynomial $r$, the equation $2xy - y' = r - 2E$ has a solution with $y$ a polynomial and $E$ a real number. Because the equation is linear, it is enough to treat $r = a x^m$ and add the results.

- For $m = 0$, take $y = 0$ and $E = a/2$.
- For $m = 1$, take $y = a/2$ and $E = 0$.
- For $m + 2$, begin with $\tfrac a2 x^{m+1}$. It produces $a x^{m+2} - \tfrac a2 (m+1) x^m$. Adding a solution for the source $\tfrac a2 (m+1)x^m$ removes the unwanted term.

The third case lowers the power by two, which is why Lean uses `Nat.twoStepInduction`, an induction with two starting cases.

```lean
/-- A polynomial `y` that solves `2x y - y' = r - 2E` for some real `E`. -/
def solve (r : ℝ[X]) : ℝ[X] := (order_solvable r).choose
```

`solve r` is a polynomial $y$ of the kind just shown to exist. The command `choose` extracts it from the existence statement.

```lean
/-- The corrections built order by order, each one solved for from the lower ones. -/
def correction (n : ℕ) : ℝ[X] :=
  solve (source n - ∑ k ∈ (Finset.Ico 1 n).attach, correction k.1 * correction (n - k.1))
termination_by n
decreasing_by
  all_goals
    have hk := Finset.mem_Ico.mp k.2
    omega
```

The corrections are now defined recursively: $y_n$ is the chosen solution for the source $s_n - \sum_{k=1}^{n-1} y_k y_{n-k}$. Lean accepts such a definition only if the recursion ends. The closing lines show that $k$ and $n-k$ are both smaller than $n$, and `attach` keeps the range of $k$ available for that purpose.

```lean
/-- The corrections built order by order solve the whole hierarchy, with suitable energies. -/
theorem correction_witness : ∃ E : ℕ → ℝ, IsHierarchy correction E := by
  have step : ∀ n, ∃ e : ℝ, C 2 * (X * correction n) - derivative (correction n)
      + coupling correction n = source n - C (2 * e) := by
    intro n
    have e : correction n = solve (source n - coupling correction n) := by
      rw [correction]
      exact congrArg (fun s => solve (source n - s))
        (Finset.sum_attach (Finset.Ico 1 n) (fun k => correction k * correction (n - k)))
    obtain ⟨E, hE⟩ := (order_solvable (source n - coupling correction n)).choose_spec
    change C 2 * (X * solve _) - derivative (solve _) = _ at hE
    rw [← e] at hE
    exact ⟨E, by linear_combination hE⟩
  choose E hE using step
  exact ⟨E, fun n _ => hE n⟩

end

end QuarticLogPT
```

There is a sequence of energies with which these corrections satisfy the whole hierarchy. At each order, moving the coupling back to the left side of the solved equation gives the required identity, and `choose` collects the energies into one sequence. The main theorem therefore applies to an actual sequence of polynomials, and the energies belonging to it alternate in sign.

```lean
#print axioms QuarticLogPT.energy_alternates
```

```
'QuarticLogPT.energy_alternates' depends on axioms: [propext, Classical.choice, Quot.sound]
```
